# The quartic integral's perturbation series diverges at every nonzero coupling, yet for g ≥ 0 its truncation error is at most the first omitted term

## Question

A particle in the potential $x^2+gx^4$ is confined for $g\ge 0$, but for any $g<0$, however small, the potential falls without bound at large $|x|$. Dyson argued that such an instability should prevent a perturbation series in the coupling from converging, even though its first terms may be accurate. I'd like to see this made rigorous and machine-checked for the particle's classical configuration integral, in units where $k_BT=1$:

$$Z(g)=\int_{-\infty}^{\infty}e^{-x^2-gx^4}\,dx .$$

Does the series diverge for every $g\neq0$, and how large is the error if I truncate it?

## Answer

It diverges for every nonzero $g$, and for $g\ge0$ the truncation error is at most the first omitted term. Expanding in $g$ and integrating term by term suggests

$$S_N(g)=\sum_{n<N}(-g)^n c_n,\qquad c_n=\frac{\Gamma(2n+\tfrac12)}{n!},$$

because $u=x^2$ gives $\int x^{4n}e^{-x^2}dx=\int_0^\infty u^{2n-1/2}e^{-u}du=\Gamma(2n+\tfrac12)$.

### Instability at negative coupling

Let $g<0$ and $x\ge 1+1/|g|$. Then $|g|x^2\ge1$, so the exponent $x^2(|g|x^2-1)$ is non-negative. The weight is at least 1 on a half-line and cannot be integrable. For $g\ge0$ it is bounded by $e^{-x^2}$.

### The truncation error

Define the signed Taylor remainder

$$R_N(t)=(-1)^N\Big(e^{-t}-\sum_{n<N}\frac{(-t)^n}{n!}\Big).$$

Splitting off the last term gives $R_{N+1}=t^N/N!-R_N$. Also $R_{N+1}'=R_N$: this holds for $R_1=1-e^{-t}$, and inductively $R_{N+2}'=t^N/N!-R_N=R_{N+1}$. Since $R_0=e^{-t}>0$ and $R_{N+1}(0)=0$, each $R_N$ is non-negative for $t\ge0$.

Put $t=gx^4$ and integrate against $e^{-x^2}$:

$$E_N:=(-1)^N(Z-S_N)=\int e^{-x^2}R_N(gx^4)\,dx\ge0 .$$

The recursion becomes $E_{N+1}=g^Nc_N-E_N$. As $E_{N+1}\ge0$, we get $0\le E_N\le g^Nc_N$.

### Factorial growth

From $\Gamma(s+1)=s\Gamma(s)$,

$$\frac{c_{n+1}}{c_n}=\frac{(2n+\frac32)(2n+\frac12)}{n+1},$$

which lies between $4n$ and $4(n+1)$. With $c_0=\sqrt\pi$ and $c_1=\tfrac34\sqrt\pi$, induction gives $c_n\le\sqrt\pi\,4^n n!$ and $c_{n+1}\ge\tfrac34\sqrt\pi\,4^n n!$.

For $r>0$ set $y=1/(2r)$. Then $y^n/n!\le e^y$ gives $(4r)^n n!\ge e^{-y}2^n$, so $c_nr^n\to\infty$. A convergent series has terms tending to zero, so $\sum c_ng^n$ diverges for every complex $g\ne0$.

Divergence thus follows from the growth of the coefficients. Dyson's instability is proved alongside it but is not used to derive it. It could be: if the series converged at some $g\ne0$, then $\sum c_nr^n$ would converge for $0<r<|g|$. Its terms are positive, so sum and integral could be exchanged and $\int e^{-x^2+rx^4}dx$ would be finite, which the instability rules out. This shorter route is not in the Lean file.

### The Lean file

```lean
import Mathlib

open MeasureTheory Filter Topology Set

namespace QuarticToyModel

noncomputable section

/-- The Boltzmann weight `exp(-x² - g x⁴)` of the zero-dimensional quartic model. -/
def weight (g x : ℝ) : ℝ := Real.exp (-x ^ 2 - g * x ^ 4)

/-- The partition function `Z(g)`: the integral of the weight over the real line. -/
def Z (g : ℝ) : ℝ := ∫ x : ℝ, weight g x

/-- The perturbative coefficient `c_n = Γ(2n + 1/2) / n!`. -/
def coeff (n : ℕ) : ℝ := Real.Gamma (2 * (n : ℝ) + 1 / 2) / (n.factorial : ℝ)

/-- The perturbation series truncated below order `N`: `∑_{n<N} (-g)ⁿ c_n`. -/
def partialSum (g : ℝ) (N : ℕ) : ℝ := ∑ n ∈ Finset.range N, (-g) ^ n * coeff n

/-- The signed Taylor remainder `R_N(t) = (-1)^N (e^{-t} - ∑_{n<N} (-t)ⁿ/n!)`. -/
def expRem (N : ℕ) (t : ℝ) : ℝ :=
  (-1) ^ N * (Real.exp (-t) - ∑ n ∈ Finset.range N, (-t) ^ n / (n.factorial : ℝ))

/-- Gaussian moments: `x^{4n} e^{-x²}` is integrable, with integral `Γ(2n + 1/2)`. -/
theorem gaussian_moment (n : ℕ) :
    Integrable (fun x : ℝ => x ^ (4 * n) * Real.exp (-x ^ 2)) ∧
      (∫ x : ℝ, x ^ (4 * n) * Real.exp (-x ^ 2)) = Real.Gamma (2 * (n : ℝ) + 1 / 2) := by
  have hval : (∫ x : ℝ, x ^ (4 * n) * Real.exp (-x ^ 2))
      = Real.Gamma (2 * (n : ℝ) + 1 / 2) := by
    have he : Even (4 * n) := ⟨2 * n, by ring⟩
    -- evenness reduces the integral to the half-line
    have h2 := integral_comp_abs (f := fun y : ℝ => y ^ (4 * n) * Real.exp (-y ^ 2))
    simp only [he.pow_abs, sq_abs] at h2
    have hq : (-1 : ℝ) < ((4 * n : ℕ) : ℝ) :=
      lt_of_lt_of_le (by norm_num : (-1 : ℝ) < 0) (Nat.cast_nonneg _)
    have h3 := integral_rpow_mul_exp_neg_rpow (p := 2) (q := ((4 * n : ℕ) : ℝ)) two_pos hq
    simp only [Real.rpow_natCast, Real.rpow_two] at h3
    have h4 : (((4 * n : ℕ) : ℝ) + 1) / 2 = 2 * (n : ℝ) + 1 / 2 := by
      push_cast
      ring
    rw [h2, h3, h4]
    ring
  refine ⟨?_, hval⟩
  by_contra h
  have hpos : 0 < Real.Gamma (2 * (n : ℝ) + 1 / 2) := Real.Gamma_pos_of_pos (by positivity)
  exact absurd (hval.symm.trans (integral_undef h)) hpos.ne'

/-- The weight is integrable over the real line exactly when the coupling is non-negative. -/
theorem integrable_weight_iff (g : ℝ) : Integrable (weight g) ↔ 0 ≤ g := by
  constructor
  · intro h
    by_contra hg
    have hpos : 0 < -g := neg_pos.mpr (not_le.mp hg)
    obtain ⟨R, hR1, hR2⟩ : ∃ R : ℝ, 1 ≤ R ∧ 1 ≤ -g * R := by
      refine ⟨1 + (-g)⁻¹, ?_, ?_⟩
      · have := inv_pos.mpr hpos
        linarith
      · rw [mul_add, mul_inv_cancel₀ hpos.ne']
        linarith
    have hR : IntegrableOn (weight g) (Ici R) := h.integrableOn
    -- beyond `R` the weight is at least one
    have h1 : Integrable (fun _ : ℝ => (1 : ℝ)) (volume.restrict (Ici R)) := by
      refine Integrable.mono' hR aestronglyMeasurable_const ?_
      refine (ae_restrict_iff' measurableSet_Ici).mpr (Eventually.of_forall fun x hx => ?_)
      have hx' : R ≤ x := hx
      have hx1 : 1 ≤ x := hR1.trans hx'
      have h2 : 1 ≤ -g * x := hR2.trans (mul_le_mul_of_nonneg_left hx' hpos.le)
      have h3 : 1 ≤ -g * x ^ 2 := by
        nlinarith [mul_nonneg (sub_nonneg.mpr h2) (sub_nonneg.mpr hx1)]
      have h4 : 0 ≤ -x ^ 2 - g * x ^ 4 := by
        nlinarith [mul_nonneg (sub_nonneg.mpr h3) (sq_nonneg x)]
      show ‖(1 : ℝ)‖ ≤ Real.exp (-x ^ 2 - g * x ^ 4)
      rw [norm_one]
      exact Real.one_le_exp h4
    -- but the half-line has infinite length
    rw [integrable_const_iff] at h1
    rcases h1 with h5 | h5
    · norm_num at h5
    · have h6 := measure_lt_top (volume.restrict (Ici R)) univ
      simp at h6
  · intro hg
    have hc : Continuous (fun x : ℝ => Real.exp (-x ^ 2 - g * x ^ 4)) := by fun_prop
    refine Integrable.mono' (integrable_exp_neg_mul_sq (b := 1) one_pos)
      hc.aestronglyMeasurable (Eventually.of_forall fun x => ?_)
    show ‖Real.exp (-x ^ 2 - g * x ^ 4)‖ ≤ Real.exp (-1 * x ^ 2)
    rw [Real.norm_eq_abs, abs_of_pos (Real.exp_pos _)]
    apply Real.exp_le_exp.mpr
    have h4 : 0 ≤ x ^ 4 := by positivity
    have := mul_nonneg hg h4
    linarith

/-- Recursion of the signed remainder: `R_{N+1}(t) = t^N/N! - R_N(t)`. -/
theorem expRem_succ (N : ℕ) (t : ℝ) :
    expRem (N + 1) t = t ^ N / (N.factorial : ℝ) - expRem N t := by
  have hs : (-1 : ℝ) ^ N * (-t) ^ N = t ^ N := by
    rw [← mul_pow]
    simp
  unfold expRem
  rw [Finset.sum_range_succ, pow_succ (-1 : ℝ) N]
  linear_combination (1 / (N.factorial : ℝ)) * hs

/-- The derivative of `R_{N+1}` is `R_N`. -/
theorem expRem_hasDerivAt (N : ℕ) (t : ℝ) : HasDerivAt (expRem (N + 1)) (expRem N t) t := by
  induction N with
  | zero =>
    have hf : expRem (0 + 1) = fun s : ℝ => 1 - Real.exp (-s) := by
      funext s
      rw [expRem_succ]
      simp [expRem]
    have hv : expRem 0 t = Real.exp (-t) := by simp [expRem]
    have h1 : HasDerivAt (fun s : ℝ => Real.exp (-s)) (Real.exp (-t) * -1) t :=
      (hasDerivAt_neg t).exp
    rw [hf, hv]
    exact (h1.const_sub 1).congr_deriv (by ring)
  | succ N ih =>
    have hf : expRem (N + 1 + 1)
        = fun s : ℝ => s ^ (N + 1) / ((N + 1).factorial : ℝ) - expRem (N + 1) s :=
      funext fun s => expRem_succ (N + 1) s
    have hne : ((N + 1 : ℕ) : ℝ) ≠ 0 := Nat.cast_ne_zero.mpr (Nat.succ_ne_zero N)
    have h1 : HasDerivAt (fun s : ℝ => s ^ (N + 1) / ((N + 1).factorial : ℝ))
        (t ^ N / (N.factorial : ℝ)) t := by
      refine ((hasDerivAt_pow (N + 1) t).div_const _).congr_deriv ?_
      rw [Nat.add_sub_cancel, Nat.factorial_succ, Nat.cast_mul, mul_div_mul_left _ _ hne]
    rw [hf, expRem_succ N t]
    exact h1.fun_sub ih

/-- The signed remainder `R_N(t)` is non-negative for `t ≥ 0`. -/
theorem expRem_nonneg (N : ℕ) : ∀ t : ℝ, 0 ≤ t → 0 ≤ expRem N t := by
  induction N with
  | zero =>
    intro t _
    have hv : expRem 0 t = Real.exp (-t) := by simp [expRem]
    rw [hv]
    exact (Real.exp_pos _).le
  | succ N ih =>
    intro t ht
    have hd : Differentiable ℝ (expRem (N + 1)) :=
      fun s => (expRem_hasDerivAt N s).differentiableAt
    -- `R_{N+1}` starts at zero and increases
    have hm : MonotoneOn (expRem (N + 1)) (Ici 0) :=
      monotoneOn_of_deriv_nonneg (convex_Ici 0) hd.continuous.continuousOn hd.differentiableOn
        (fun s hs => by
          rw [(expRem_hasDerivAt N s).deriv]
          exact ih s (mem_Ici.mp (interior_subset hs)))
    have h0 : expRem (N + 1) 0 = 0 := by simp [expRem, Finset.sum_range_succ']
    have h := hm (mem_Ici.mpr le_rfl) (mem_Ici.mpr ht) ht
    rwa [h0] at h

/-- For `g ≥ 0` the function `e^{-x²} R_N(g x⁴)` is integrable, and its integral is the signed
truncation error `(-1)^N (Z(g) - ∑_{n<N} (-g)ⁿ c_n)`. -/
theorem remainder_integral {g : ℝ} (hg : 0 ≤ g) (N : ℕ) :
    Integrable (fun x : ℝ => Real.exp (-x ^ 2) * expRem N (g * x ^ 4)) ∧
      (∫ x : ℝ, Real.exp (-x ^ 2) * expRem N (g * x ^ 4))
        = (-1) ^ N * (Z g - partialSum g N) := by
  induction N with
  | zero =>
    have hv : ∀ t : ℝ, expRem 0 t = Real.exp (-t) := fun t => by simp [expRem]
    have hfun : (fun x : ℝ => Real.exp (-x ^ 2) * expRem 0 (g * x ^ 4)) = weight g := by
      funext x
      rw [hv, weight, sub_eq_add_neg, Real.exp_add]
    have hZ : (-1 : ℝ) ^ 0 * (Z g - partialSum g 0) = Z g := by simp [partialSum]
    rw [hfun]
    exact ⟨(integrable_weight_iff g).mpr hg, hZ.symm⟩
  | succ N ih =>
    have hfun : (fun x : ℝ => Real.exp (-x ^ 2) * expRem (N + 1) (g * x ^ 4))
        = fun x : ℝ => g ^ N / (N.factorial : ℝ) * (x ^ (4 * N) * Real.exp (-x ^ 2))
            - Real.exp (-x ^ 2) * expRem N (g * x ^ 4) := by
      funext x
      rw [expRem_succ]
      ring
    have hI := (gaussian_moment N).1.const_mul (g ^ N / (N.factorial : ℝ))
    have hc : g ^ N / (N.factorial : ℝ) * Real.Gamma (2 * (N : ℝ) + 1 / 2)
        = g ^ N * coeff N := by
      unfold coeff
      ring
    have hS : partialSum g (N + 1) = partialSum g N + (-g) ^ N * coeff N := by
      simp only [partialSum, Finset.sum_range_succ]
    have hs : (-1 : ℝ) ^ N * (-g) ^ N = g ^ N := by
      rw [← mul_pow]
      simp
    rw [hfun]
    refine ⟨hI.sub ih.1, ?_⟩
    rw [integral_sub hI ih.1, integral_const_mul, (gaussian_moment N).2, ih.2, hc, hS,
      pow_succ (-1 : ℝ) N]
    linear_combination (-(coeff N)) * hs

/-- For `g ≥ 0` the signed truncation error `(-1)^N (Z(g) - ∑_{n<N} (-g)ⁿ c_n)` lies between
zero and `g^N c_N`. -/
theorem signed_error_bounds {g : ℝ} (hg : 0 ≤ g) (N : ℕ) :
    0 ≤ (-1) ^ N * (Z g - partialSum g N) ∧
      (-1) ^ N * (Z g - partialSum g N) ≤ g ^ N * coeff N := by
  have hpos : ∀ M : ℕ, 0 ≤ (-1) ^ M * (Z g - partialSum g M) := by
    intro M
    rw [← (remainder_integral hg M).2]
    refine integral_nonneg fun x => ?_
    have h4 : 0 ≤ x ^ 4 := by positivity
    exact mul_nonneg (Real.exp_pos _).le (expRem_nonneg M _ (mul_nonneg hg h4))
  refine ⟨hpos N, ?_⟩
  -- positivity at order `N + 1` is the upper bound at order `N`
  have h := hpos (N + 1)
  have hS : partialSum g (N + 1) = partialSum g N + (-g) ^ N * coeff N := by
    simp only [partialSum, Finset.sum_range_succ]
  have hs : (-1 : ℝ) ^ N * (-g) ^ N = g ^ N := by
    rw [← mul_pow]
    simp
  have e1 : (-1 : ℝ) ^ (N + 1) * (Z g - partialSum g (N + 1))
      = g ^ N * coeff N - (-1) ^ N * (Z g - partialSum g N) := by
    rw [hS, pow_succ (-1 : ℝ) N]
    linear_combination (coeff N) * hs
  rw [e1] at h
  exact sub_nonneg.mp h

/-- Recursion of the coefficients: `c_{n+1} = (2n + 3/2)(2n + 1/2)/(n + 1) · c_n`. -/
theorem coeff_succ (n : ℕ) :
    coeff (n + 1) = (2 * (n : ℝ) + 3 / 2) * (2 * (n : ℝ) + 1 / 2) / ((n : ℝ) + 1) * coeff n := by
  have h1 : 2 * ((n + 1 : ℕ) : ℝ) + 1 / 2 = (2 * (n : ℝ) + 1 / 2 + 1) + 1 := by
    push_cast
    ring
  have hA : (2 * (n : ℝ) + 1 / 2 + 1) ≠ 0 := by positivity
  have hB : (2 * (n : ℝ) + 1 / 2) ≠ 0 := by positivity
  have hf : (((n + 1).factorial : ℕ) : ℝ) = ((n : ℝ) + 1) * (n.factorial : ℝ) := by
    exact_mod_cast Nat.factorial_succ n
  unfold coeff
  rw [h1, Real.Gamma_add_one hA, Real.Gamma_add_one hB, hf, div_mul_div_comm]
  ring

/-- Factorial bounds, for every `n`: `c_n ≤ √π 4ⁿ n!` and `(3/4) √π 4ⁿ n! ≤ c_{n+1}`. -/
theorem coeff_factorial_bounds (n : ℕ) :
    coeff n ≤ Real.sqrt Real.pi * 4 ^ n * (n.factorial : ℝ) ∧
      3 / 4 * Real.sqrt Real.pi * 4 ^ n * (n.factorial : ℝ) ≤ coeff (n + 1) := by
  have hpos : ∀ m : ℕ, 0 < coeff m := by
    intro m
    unfold coeff
    exact div_pos (Real.Gamma_pos_of_pos (by positivity))
      (Nat.cast_pos.mpr (Nat.factorial_pos m))
  have h0 : coeff 0 = Real.sqrt Real.pi := by
    have h : 2 * ((0 : ℕ) : ℝ) + 1 / 2 = 1 / 2 := by simp
    unfold coeff
    rw [h, Real.Gamma_one_half_eq]
    simp
  -- the ratio of successive coefficients lies between `4m` and `4(m + 1)`
  have hup : ∀ m : ℕ, coeff (m + 1) ≤ 4 * ((m : ℝ) + 1) * coeff m := by
    intro m
    rw [coeff_succ m]
    apply mul_le_mul_of_nonneg_right _ (hpos m).le
    rw [div_le_iff₀ (by positivity)]
    nlinarith [Nat.cast_nonneg (α := ℝ) m]
  have hlo : ∀ m : ℕ, 4 * (m : ℝ) * coeff m ≤ coeff (m + 1) := by
    intro m
    rw [coeff_succ m]
    apply mul_le_mul_of_nonneg_right _ (hpos m).le
    rw [le_div_iff₀ (by positivity)]
    nlinarith [Nat.cast_nonneg (α := ℝ) m]
  induction n with
  | zero =>
    constructor
    · rw [h0]
      simp
    · rw [coeff_succ 0, h0]
      apply le_of_eq
      simp only [Nat.cast_zero, Nat.factorial_zero, Nat.cast_one]
      ring
  | succ n ih =>
    have hf : (((n + 1).factorial : ℕ) : ℝ) = ((n : ℝ) + 1) * (n.factorial : ℝ) := by
      exact_mod_cast Nat.factorial_succ n
    have hn : 0 ≤ 4 * ((n : ℝ) + 1) := by positivity
    have h2 := hlo (n + 1)
    push_cast at h2
    rw [hf]
    constructor
    · refine ((hup n).trans (mul_le_mul_of_nonneg_left ih.1 hn)).trans (le_of_eq ?_)
      ring
    · refine le_trans (le_of_eq ?_) ((mul_le_mul_of_nonneg_left ih.2 hn).trans h2)
      ring

/-- For every `r > 0` the terms `c_n rⁿ` tend to infinity. -/
theorem terms_tendsto_atTop {r : ℝ} (hr : 0 < r) :
    Tendsto (fun n : ℕ => coeff n * r ^ n) atTop atTop := by
  refine (tendsto_add_atTop_iff_nat 1).mp ?_
  have hr' := hr.ne'
  obtain ⟨x, hx, hx2⟩ : ∃ x : ℝ, 0 < x ∧ x * (4 * r) = 2 := by
    refine ⟨2 / (4 * r), by positivity, ?_⟩
    exact div_mul_cancel₀ _ (mul_ne_zero (by norm_num) hr')
  have hsp : 0 < Real.sqrt Real.pi := Real.sqrt_pos.mpr Real.pi_pos
  have hK : 0 < 3 / 4 * Real.sqrt Real.pi * r * (Real.exp x)⁻¹ :=
    mul_pos (mul_pos (mul_pos (by norm_num) hsp) hr) (inv_pos.mpr (Real.exp_pos x))
  refine tendsto_atTop_mono (fun n => ?_)
    ((tendsto_pow_atTop_atTop_of_one_lt (one_lt_two : (1 : ℝ) < 2)).atTop_mul_const hK)
  show (2 : ℝ) ^ n * (3 / 4 * Real.sqrt Real.pi * r * (Real.exp x)⁻¹)
    ≤ coeff (n + 1) * r ^ (n + 1)
  -- the factorial beats every geometric sequence
  have hf : (0 : ℝ) < (n.factorial : ℝ) := Nat.cast_pos.mpr (Nat.factorial_pos n)
  have h1 : x ^ n / (n.factorial : ℝ) ≤ Real.exp x := by
    exact Real.pow_div_factorial_le_exp _ hx.le n
  rw [div_le_iff₀ hf] at h1
  have h2 : (2 : ℝ) ^ n = x ^ n * (4 ^ n * r ^ n) := by
    rw [← mul_pow 4 r n, ← mul_pow x (4 * r) n, hx2]
  have h3 : (2 : ℝ) ^ n ≤ Real.exp x * (n.factorial : ℝ) * (4 ^ n * r ^ n) := by
    rw [h2]
    exact mul_le_mul_of_nonneg_right h1 (by positivity)
  have h4 := mul_le_mul_of_nonneg_right (coeff_factorial_bounds n).2 (pow_pos hr (n + 1)).le
  refine le_trans ?_ h4
  refine (mul_le_mul_of_nonneg_right h3 hK.le).trans (le_of_eq ?_)
  have hi : Real.exp x * (Real.exp x)⁻¹ = 1 := mul_inv_cancel₀ (Real.exp_pos x).ne'
  linear_combination
    (3 / 4 * Real.sqrt Real.pi * 4 ^ n * (n.factorial : ℝ) * r ^ (n + 1)) * hi

/-- For every complex coupling `g ≠ 0` the partial sums of `∑ c_n gⁿ` have no limit. -/
theorem series_diverges {g : ℂ} (hg : g ≠ 0) :
    ¬ ∃ s : ℂ, Tendsto (fun N : ℕ => ∑ n ∈ Finset.range N, (coeff n : ℂ) * g ^ n)
      atTop (𝓝 s) := by
  rintro ⟨s, hs⟩
  -- convergence would force the terms to vanish
  have h1 : Tendsto (fun n : ℕ => (coeff n : ℂ) * g ^ n) atTop (𝓝 0) := by
    have h := ((tendsto_add_atTop_iff_nat 1).mpr hs).sub hs
    simpa only [Finset.sum_range_succ, add_sub_cancel_left, sub_self] using h
  have h2 := h1.norm
  have h3 : Tendsto (fun n : ℕ => ‖(coeff n : ℂ) * g ^ n‖) atTop atTop := by
    refine tendsto_atTop_mono (fun n => ?_) (terms_tendsto_atTop (norm_pos_iff.mpr hg))
    show coeff n * ‖g‖ ^ n ≤ ‖(coeff n : ℂ) * g ^ n‖
    rw [norm_mul, norm_pow, Complex.norm_real, Real.norm_eq_abs]
    exact mul_le_mul_of_nonneg_right (le_abs_self _) (by positivity)
  have e1 := h3.eventually_ge_atTop 1
  have e2 := h2.eventually (gt_mem_nhds (show ‖(0 : ℂ)‖ < 1 by simp))
  obtain ⟨n, ha, hb⟩ := (e1.and e2).exists
  exact absurd hb (not_lt.mpr ha)

/-- Three facts on the quartic model: the weight is not integrable for `g < 0`; for `g ≥ 0`
it is integrable and `|Z(g) - ∑_{n<N} (-g)ⁿ c_n| ≤ g^N c_N` for all `N`; and the partial sums of
`∑ c_n gⁿ` have no limit for any complex `g ≠ 0`. -/
theorem dyson_argument :
    (∀ g : ℝ, g < 0 → ¬ Integrable (weight g)) ∧
      (∀ g : ℝ, 0 ≤ g → Integrable (weight g) ∧
        ∀ N : ℕ, |Z g - partialSum g N| ≤ g ^ N * coeff N) ∧
      (∀ g : ℂ, g ≠ 0 → ¬ ∃ s : ℂ,
        Tendsto (fun N : ℕ => ∑ n ∈ Finset.range N, (coeff n : ℂ) * g ^ n) atTop (𝓝 s)) := by
  refine ⟨fun g hg h => ?_, fun g hg => ⟨(integrable_weight_iff g).mpr hg, fun N => ?_⟩,
    fun g hg => series_diverges hg⟩
  · exact absurd ((integrable_weight_iff g).mp h) (not_le.mpr hg)
  · have h := signed_error_bounds hg N
    have habs : |(-1 : ℝ) ^ N * (Z g - partialSum g N)| = |Z g - partialSum g N| := by
      rw [abs_mul, abs_pow, abs_neg, abs_one, one_pow, one_mul]
    rw [← habs, abs_of_nonneg h.1]
    exact h.2

end

end QuarticToyModel
```

```lean
#print axioms QuarticToyModel.series_diverges
#print axioms QuarticToyModel.dyson_argument
```

```
'QuarticToyModel.series_diverges' depends on axioms: [propext, Classical.choice, Quot.sound]
'QuarticToyModel.dyson_argument' depends on axioms: [propext, Classical.choice, Quot.sound]
```

### What the theorem says

`dyson_argument` joins three statements: `weight g` is not integrable for real `g < 0`; for real `0 ≤ g` it is integrable and the error bound holds for every `N`; and for complex `g ≠ 0` the partial sums have no limit. `Z`, `coeff` and `partialSum` are $Z$, $c_n$ and $S_N$, with `partialSum g 0` the empty sum. The last statement uses $g^n$ where `partialSum` has $(-g)^n$; since it covers all nonzero $g$, the sign is immaterial.

Lean assigns integral 0 to a non-integrable function, so integrability is stated separately, and `gaussian_moment` deduces it from the positive value of the integral.

### How the proof follows the derivation

`expRem` is $R_N$. Its recursion, derivative and sign are `expRem_succ`, `expRem_hasDerivAt` and `expRem_nonneg`, the last by monotonicity on $[0,\infty)$. `remainder_integral` proves the formula for $E_N$ by induction, which avoids exchanging an infinite sum with the integral, and `signed_error_bounds` reads off both inequalities. `coeff_succ` and `coeff_factorial_bounds` supply the growth, `terms_tendsto_atTop` compares the terms with $2^n$, and `series_diverges` concludes.

### In a calculation

A program can generate the terms from the ratio above and stop before the smallest one. At $g=0.1$ that is $n=3$, and the signed bound gives $0.9307<Z/\sqrt\pi<0.9579$; further terms make the bound worse.

The model is a single ordinary integral, without time, space or loop momenta. It illustrates how perturbation series in quantum mechanics and field theory can be useful at low order and still diverge, but it proves nothing about the QED series itself.
